# The one-dimensional second-order gradient expansion of the kinetic energy is unbounded below at fixed particle number

**A.** Take $0<h<n_0$ and the densities $n_m(x)=n_0+h\cos(2\pi m x)$ on the unit interval. For spinless fermions in atomic units, the second-order kinetic functional
$$T[n]=\int_0^1\Big(\frac{\pi^2}{6}n^3-\frac{n'^2}{24\,n}\Big)dx$$
tends to $-\infty$ along them as the integer $m$ grows. Every $n_m$ is positive, and for $m\ge1$ it integrates to $n_0$. Adding an integrable external potential does not stop the collapse, so minimising this energy over densities has no solution.

**Q.** Show me the calculation before any code.

**A.** Since the cosine lies between $-1$ and $1$, we have $0<n_0-h\le n_m\le n_0+h$. For $m\ge1$,
$$\int_0^1 n_m\,dx=\Big[n_0x+\frac{h}{2\pi m}\sin(2\pi mx)\Big]_0^1=n_0 .$$
The slope is $n_m'=-2\pi m h\sin(2\pi mx)$. With $k=2\pi m$, an antiderivative of $k^2\sin^2(kx)$ is $\tfrac{k^2}{2}x-\tfrac k2\sin(kx)\cos(kx)$, so
$$\int_0^1 n_m'^2\,dx=\frac{h^2k^2}{2}=2\pi^2m^2h^2 .$$
Now replace $n_m$ by its upper bound $n_0+h$ in both terms. The cubic term grows. The gradient term is subtracted, and a larger denominator means that less is subtracted. Both changes raise the integrand, hence
$$T[n_m]\le\frac{\pi^2}{6}(n_0+h)^3-\frac{\pi^2h^2}{12(n_0+h)}m^2\to-\infty .$$
For a potential $v$, $\int_0^1 v\,n_m\,dx\le(n_0+h)\int_0^1|v|\,dx$, which does not depend on $m$.

**Q.** Where could that go wrong?

**A.** In the denominator. If you insert the lower bound $n_0-h$ there, you subtract too much and get a lower bound on the gradient contribution. A lower bound that goes to $-\infty$ proves nothing.

**Q.** Then what does the code take as the physics?

**A.** Three definitions, in atomic units and for spinless fermions.

```lean
import Mathlib

open Real Filter

namespace GradientExpansionInstability

noncomputable section

/-- The second-order gradient expansion of the kinetic energy of spinless fermions on the unit
interval (atomic units), for continuously differentiable densities `n` that are positive there. -/
def kinetic (n : ℝ → ℝ) : ℝ :=
  ∫ x in (0 : ℝ)..1, (π ^ 2 / 6 * n x ^ 3 - deriv n x ^ 2 / (24 * n x))

/-- The total energy, without interaction, of a continuously differentiable positive density `n` in
an external potential `v` that is integrable on the unit interval, with the kinetic energy taken
from the second-order gradient expansion. -/
def energy (v n : ℝ → ℝ) : ℝ :=
  kinetic n + ∫ x in (0 : ℝ)..1, v x * n x

/-- The uniform density `n₀` with a ripple of amplitude `h` and `m` periods on the unit interval. -/
def rippled (n₀ h : ℝ) (m : ℕ) : ℝ → ℝ :=
  fun x => n₀ + h * Real.cos (2 * π * m * x)
```

`kinetic` is $T$, `energy v` adds $\int_0^1 v\,n\,dx$, and `rippled n₀ h m` is $n_m$, with `m` a natural number. The coefficients are postulated: $\pi^2n^3/6$ is the kinetic energy density of the uniform gas, and the negative gradient term is its leading correction for slow variation. There is no interaction energy.

**Q.** `kinetic` accepts any function. Could the divergence come from a density with no proper derivative?

**A.** Lean's `deriv` does return zero where a function has no derivative, but the densities used here are smooth and positive, so the integrand is the one you would write down. The first lemma supplies the two bounds, from $-1\le\cos\le1$.

```lean
/-- A ripple of amplitude `h ≥ 0` keeps the density between `n₀ - h` and `n₀ + h`. -/
theorem rippled_bounds {n₀ h : ℝ} (hh : 0 ≤ h) (m : ℕ) (x : ℝ) :
    n₀ - h ≤ rippled n₀ h m x ∧ rippled n₀ h m x ≤ n₀ + h := by
  simp only [rippled]
  constructor
  · nlinarith [Real.neg_one_le_cos (2 * π * m * x)]
  · nlinarith [Real.cos_le_one (2 * π * m * x)]
```

The next two are the integrals above. Each checks the antiderivative by differentiating it, then applies the fundamental theorem of calculus, with $\sin(2\pi m)=0$ removing the boundary terms.

```lean
/-- A ripple with at least one full period leaves the particle number equal to `n₀`. -/
theorem integral_rippled (n₀ h : ℝ) {m : ℕ} (hm : m ≠ 0) :
    ∫ x in (0 : ℝ)..1, rippled n₀ h m x = n₀ := by
  have hm' : (m : ℝ) ≠ 0 := Nat.cast_ne_zero.mpr hm
  have hc : 2 * π * (m : ℝ) ≠ 0 := mul_ne_zero (mul_ne_zero two_ne_zero Real.pi_ne_zero) hm'
  have hsin : Real.sin (2 * π * m) = 0 := by
    have h1 := Real.sin_nat_mul_pi (2 * m)
    push_cast at h1
    rw [← h1]
    congr 1
    ring
  have hcont : Continuous (rippled n₀ h m) := by
    unfold rippled
    fun_prop
  -- an explicit antiderivative of the density
  have key : ∀ x ∈ Set.uIcc (0 : ℝ) 1,
      HasDerivAt (fun y : ℝ => n₀ * y + h / (2 * π * m) * Real.sin (2 * π * m * y))
        (rippled n₀ h m x) x := by
    intro x _
    have h1 : HasDerivAt (fun y : ℝ => 2 * π * m * y) (2 * π * m) x := by
      simpa using (hasDerivAt_id' x).const_mul (2 * π * (m : ℝ))
    refine (((hasDerivAt_id' x).const_mul n₀).fun_add
      (h1.sin.const_mul (h / (2 * π * m)))).congr_deriv ?_
    simp only [rippled]
    linear_combination Real.cos (2 * π * m * x) * (div_mul_cancel₀ h hc)
  rw [intervalIntegral.integral_eq_sub_of_hasDerivAt key (hcont.intervalIntegrable 0 1)]
  simp [hsin]

/-- The squared slope of a ripple of unit amplitude with `m` periods integrates to
`(2 π m)² / 2`. -/
theorem integral_slope_sq (m : ℕ) :
    ∫ x in (0 : ℝ)..1, (2 * π * m) ^ 2 * Real.sin (2 * π * m * x) ^ 2
      = (2 * π * m) ^ 2 / 2 := by
  have hsin : Real.sin (2 * π * m) = 0 := by
    have h1 := Real.sin_nat_mul_pi (2 * m)
    push_cast at h1
    rw [← h1]
    congr 1
    ring
  have key : ∀ x ∈ Set.uIcc (0 : ℝ) 1,
      HasDerivAt (fun y : ℝ => (2 * π * m) ^ 2 / 2 * y
          - (2 * π * m) / 2 * (Real.sin (2 * π * m * y) * Real.cos (2 * π * m * y)))
        ((2 * π * m) ^ 2 * Real.sin (2 * π * m * x) ^ 2) x := by
    intro x _
    have h1 : HasDerivAt (fun y : ℝ => 2 * π * m * y) (2 * π * m) x := by
      simpa using (hasDerivAt_id' x).const_mul (2 * π * (m : ℝ))
    refine (((hasDerivAt_id' x).const_mul ((2 * π * m) ^ 2 / 2)).fun_sub
      ((h1.sin.fun_mul h1.cos).const_mul ((2 * π * m) / 2))).congr_deriv ?_
    linear_combination
      (-(2 * π * m) ^ 2 / 2) * Real.sin_sq_add_cos_sq (2 * π * m * x)
  rw [intervalIntegral.integral_eq_sub_of_hasDerivAt key
    (Continuous.intervalIntegrable (by fun_prop) 0 1)]
  simp [hsin]
```

The normalisation requires `m ≠ 0`: at $m=0$ the density is the constant $n_0+h$, with that integral. The slope integral holds at $m=0$ too, where both sides vanish.

**Q.** And the inequality itself?

**A.** It is stated for every `m`, with the explicit constants.

```lean
/-- For `0 < h < n₀` the gradient-expansion kinetic energy of the rippled density lies below a
constant minus a positive multiple of `m²`. -/
theorem kinetic_rippled_le {n₀ h : ℝ} (hh : 0 < h) (hn : h < n₀) (m : ℕ) :
    kinetic (rippled n₀ h m) ≤
      π ^ 2 / 6 * (n₀ + h) ^ 3 - π ^ 2 * h ^ 2 / (12 * (n₀ + h)) * (m : ℝ) ^ 2 := by
  have hs : 0 < n₀ + h := by linarith
  have hpos : ∀ x, 0 < rippled n₀ h m x := fun x => by
    linarith [(rippled_bounds (n₀ := n₀) hh.le m x).1]
  have hcont : Continuous (rippled n₀ h m) := by
    unfold rippled
    fun_prop
  have hd : ∀ x, deriv (rippled n₀ h m) x
      = -(h * (2 * π * m) * Real.sin (2 * π * m * x)) := by
    intro x
    have h1 : HasDerivAt (fun y : ℝ => 2 * π * m * y) (2 * π * m) x := by
      simpa using (hasDerivAt_id' x).const_mul (2 * π * (m : ℝ))
    have h2 : HasDerivAt (rippled n₀ h m)
        (h * (-Real.sin (2 * π * m * x) * (2 * π * m))) x :=
      (h1.cos.const_mul h).const_add n₀
    rw [h2.deriv]
    ring
  unfold kinetic
  simp only [hd]
  -- replace the density by its maximum in both terms
  calc _ ≤ ∫ x in (0 : ℝ)..1, (π ^ 2 / 6 * (n₀ + h) ^ 3 - h ^ 2 / (24 * (n₀ + h)) *
        ((2 * π * m) ^ 2 * Real.sin (2 * π * m * x) ^ 2)) := by
        apply intervalIntegral.integral_mono_on zero_le_one
        · apply Continuous.intervalIntegrable
          refine Continuous.sub (continuous_const.mul (hcont.pow 3)) (Continuous.div
            (by fun_prop) (continuous_const.mul hcont) fun x => ?_)
          exact mul_ne_zero (by norm_num) (hpos x).ne'
        · exact Continuous.intervalIntegrable (by fun_prop) 0 1
        · intro x _
          have hp := hpos x
          have hle := (rippled_bounds (n₀ := n₀) hh.le m x).2
          have h3 : rippled n₀ h m x ^ 3 ≤ (n₀ + h) ^ 3 := pow_le_pow_left₀ hp.le hle 3
          have h4 : (-(h * (2 * π * m) * Real.sin (2 * π * m * x))) ^ 2 / (24 * (n₀ + h))
              ≤ (-(h * (2 * π * m) * Real.sin (2 * π * m * x))) ^ 2
                / (24 * rippled n₀ h m x) :=
            div_le_div_of_nonneg_left (sq_nonneg _) (by linarith) (by linarith)
          have h5 : h ^ 2 / (24 * (n₀ + h)) *
              ((2 * π * m) ^ 2 * Real.sin (2 * π * m * x) ^ 2)
              = (-(h * (2 * π * m) * Real.sin (2 * π * m * x))) ^ 2 / (24 * (n₀ + h)) := by
            ring
          rw [h5]
          exact sub_le_sub (mul_le_mul_of_nonneg_left h3 (by positivity)) h4
    _ = _ := by
        rw [intervalIntegral.integral_sub (Continuous.intervalIntegrable (by fun_prop) 0 1)
          (Continuous.intervalIntegrable (by fun_prop) 0 1),
          intervalIntegral.integral_const, intervalIntegral.integral_const_mul,
          integral_slope_sq, sub_zero, one_smul]
        have h6 : h ^ 2 / (24 * (n₀ + h)) = h ^ 2 / (12 * (n₀ + h)) / 2 := by
          rw [div_div]
          congr 1
          ring
        rw [h6]
        ring
```

The proof first computes the derivative, `hd`. The first `calc` step compares integrands pointwise through `integral_mono_on`: `h3` bounds the cube, `h4` the gradient term. Positivity enters here, both for the comparison and for the continuity of the quotient. The second step evaluates the remaining integral with `integral_slope_sq`.

The limit follows because the bound subtracts a positive multiple of $m^2$ (`hB` is the positivity), and anything below a sequence that tends to $-\infty$ does so too.

```lean
/-- For `0 < h < n₀` the gradient-expansion kinetic energy of the rippled density tends to minus
infinity as the number of periods grows. -/
theorem kinetic_tendsto_atBot {n₀ h : ℝ} (hh : 0 < h) (hn : h < n₀) :
    Tendsto (fun m : ℕ => kinetic (rippled n₀ h m)) atTop atBot := by
  have hs : 0 < n₀ + h := by linarith
  have hB : 0 < π ^ 2 * h ^ 2 / (12 * (n₀ + h)) := by positivity
  have h2 : Tendsto (fun m : ℕ => π ^ 2 * h ^ 2 / (12 * (n₀ + h)) * (m : ℝ) ^ 2)
      atTop atTop :=
    ((tendsto_pow_atTop two_ne_zero).comp tendsto_natCast_atTop_atTop).const_mul_atTop hB
  refine tendsto_atBot_mono (kinetic_rippled_le hh hn) ?_
  simp only [sub_eq_add_neg]
  exact tendsto_atBot_add_const_left atTop _ (tendsto_neg_atTop_atBot.comp h2)
```

**Q.** Does the ripple have to be there at all?

**A.** Yes. With $h=0$ every $n_m$ is the uniform density and $T[n_m]=\pi^2n_0^3/6$ for all $m$, so the limit needs $h\neq0$.

**Q.** A strongly repulsive potential might still rescue the minimisation.

**A.** Not if it is integrable on the interval, which is the hypothesis `hv`. It may be unbounded.

```lean
/-- For `0 < h < n₀` no integrable external potential stops the collapse: the total energy of the
rippled density still tends to minus infinity as the number of periods grows. -/
theorem energy_tendsto_atBot {n₀ h : ℝ} (hh : 0 < h) (hn : h < n₀) {v : ℝ → ℝ}
    (hv : IntervalIntegrable v MeasureTheory.volume 0 1) :
    Tendsto (fun m : ℕ => energy v (rippled n₀ h m)) atTop atBot := by
  -- the potential energy is bounded uniformly in the number of periods
  have hb : ∀ m : ℕ, ∫ x in (0 : ℝ)..1, v x * rippled n₀ h m x
      ≤ ∫ x in (0 : ℝ)..1, |v x| * (n₀ + h) := by
    intro m
    have hcont : Continuous (rippled n₀ h m) := by
      unfold rippled
      fun_prop
    apply intervalIntegral.integral_mono_on zero_le_one
      (hv.mul_continuousOn hcont.continuousOn) (hv.abs.mul_const _)
    intro x _
    obtain ⟨h1, h2⟩ := rippled_bounds (n₀ := n₀) hh.le m x
    exact (mul_le_mul_of_nonneg_right (le_abs_self (v x)) (by linarith)).trans
      (mul_le_mul_of_nonneg_left h2 (abs_nonneg (v x)))
  refine tendsto_atBot_mono (fun m => ?_) (tendsto_atBot_add_const_left atTop
    (∫ x in (0 : ℝ)..1, |v x| * (n₀ + h)) (kinetic_tendsto_atBot hh hn))
  unfold energy
  linarith [hb m]
```

Here `hb` is the bound on the potential energy, using $v\,n_m\le|v|\,n_m\le|v|(n_0+h)$. The total energy then lies below the kinetic energy plus a constant.

**Q.** My main doubt remains. Perhaps you reach these energies only with wild densities that no minimiser would visit.

**A.** The last theorem addresses that. Given any real $N>0$, any $\varepsilon>0$, any integrable $v$ and any energy $E$, there is a density that is analytic (`ContDiff ℝ ⊤ n`), has period 1, is positive, stays within $\varepsilon$ of $N$ everywhere, integrates to $N$, and has total energy below $E$. On an interval of unit length, $N$ is both the particle number and the uniform density.

```lean
/-- In any integrable potential and for any particle number `N > 0`, analytic periodic positive
densities within any `ε > 0` of the uniform one reach total energies below every bound `E`. -/
theorem energy_unbounded_below {N ε : ℝ} (hN : 0 < N) (hε : 0 < ε) {v : ℝ → ℝ}
    (hv : IntervalIntegrable v MeasureTheory.volume 0 1) (E : ℝ) :
    ∃ n : ℝ → ℝ, ContDiff ℝ ⊤ n ∧ Function.Periodic n 1 ∧ (∀ x, 0 < n x) ∧
      (∀ x, |n x - N| ≤ ε) ∧ ∫ x in (0 : ℝ)..1, n x = N ∧ energy v n < E := by
  -- a ripple small enough to respect both positivity and the tolerance
  obtain ⟨h, hh, hhε, hhN⟩ : ∃ h : ℝ, 0 < h ∧ h ≤ ε ∧ h < N :=
    ⟨min ε (N / 2), lt_min hε (by linarith), min_le_left _ _,
      (min_le_right _ _).trans_lt (by linarith)⟩
  obtain ⟨m, hmE, hm⟩ := (((energy_tendsto_atBot hh hhN hv).eventually
    (eventually_lt_atBot E)).and (eventually_gt_atTop 0)).exists
  refine ⟨rippled N h m, ?_, ?_, ?_, ?_, integral_rippled N h hm.ne', hmE⟩
  · unfold rippled
    fun_prop
  · intro x
    simp only [rippled]
    rw [show 2 * π * (m : ℝ) * (x + 1) = 2 * π * m * x + m * (2 * π) by ring,
      Real.cos_add_nat_mul_two_pi]
  · intro x
    linarith [(rippled_bounds (n₀ := N) hh.le m x).1]
  · intro x
    obtain ⟨h1, h2⟩ := rippled_bounds (n₀ := N) hh.le m x
    exact abs_le.mpr ⟨by linarith, by linarith⟩

end

end GradientExpansionInstability
```

The proof takes $h=\min(\varepsilon,N/2)$, which respects the tolerance and keeps $h<N$. The limit makes the energy lie below $E$ for all large $m$, and one such $m$ is chosen with $m>0$ so that the normalisation applies. The remaining properties follow from the formula for the cosine ripple and its bounds.

**Q.** "Close to uniform", yet the gradients are enormous.

**A.** Correct. Closeness concerns the values of the density, not its slope. These ripples leave the regime of slow variation for which the expansion is meant. The collapse is therefore a defect of the truncated functional, since the true kinetic energy is never negative. But a minimisation constrained only by positivity, smoothness and particle number does not know about that regime.

**Q.** So what should I take from it for orbital-free calculations?

**A.** For non-interacting spinless fermions in one dimension, this truncation cannot serve as the kinetic functional in a minimisation over all smooth positive densities. Evaluating it on a given, slowly varying density is a different use, and the theorems say nothing against it. Nor do they address three dimensions, where the second-order gradient term is positive and cannot drive such a collapse.

```lean
#print axioms GradientExpansionInstability.energy_unbounded_below
-- 'GradientExpansionInstability.energy_unbounded_below' depends on axioms: [propext, Classical.choice, Quot.sound]
```
